# One added orthonormal basis function: the secular equation and a level below every energy it couples to

## Growing a Gaussian basis by one function

Suppose that a few-body Hamiltonian has been diagonalised in a finite basis of correlated Gaussians, and that a further Gaussian is now proposed. Does the new function lower the ground-state energy, and can the new energies be found without starting the diagonalisation again?

Let $e_i$ be the energies already obtained. Their eigenvectors serve as the old basis functions, so the old part of the Hamiltonian matrix is diagonal. The new Gaussian is first made orthogonal to the old functions and normalised. Let $c$ be its energy expectation value and $b_i$ its Hamiltonian matrix element with old function $i$, all taken real. The extended matrix is

$$
H=\begin{pmatrix}\mathrm{diag}(e_i) & b\\ b^{T} & c\end{pmatrix}.
$$

For such a finite, real, orthonormal basis, a candidate function can be judged from the numbers $e_i$, $b_i$ and $c$ through one scalar equation.

## The secular equation

Write an eigenvector as old amplitudes $v_i$ and a new amplitude $y$. The equation $Hv=Ev$ reads

$$
e_i v_i+b_i y=E v_i\quad\text{for all } i,\qquad \sum_i b_i v_i+c\,y=E y .
$$

Let $E$ differ from every $e_i$. The first set of equations gives

$$
v_i=-\frac{b_i}{e_i-E}\,y .
$$

If $y$ were zero, every $v_i$ would vanish too, and $v$ would not be an eigenvector. So $y\neq 0$. Inserting the $v_i$ into the last equation and dividing by $y$ gives

$$
c-E=\sum_i\frac{b_i^2}{e_i-E}.
$$

Conversely, if this equation holds, the amplitudes $v_i=-b_i/(e_i-E)$ and $y=1$ satisfy both parts of the eigenvalue equation. After normalisation, the added function has weight $1/\bigl(1+\sum_i b_i^2/(e_i-E)^2\bigr)$ in this state.

## A level below each coupled energy

Fix an old function $k$ and use trial vectors with amplitude $p$ on it, $q$ on the added function and zero elsewhere. Their energy expectation value is

$$
\frac{e_k p^2+2b_k p q+c q^2}{p^2+q^2}.
$$

Set $\delta=(e_k-c)/2$ and $s=\sqrt{\delta^2+b_k^2}$. The lower root of this two-level problem is $\lambda=(e_k+c)/2-s$, so that $e_k-\lambda=s+\delta$ and $c-\lambda=s-\delta$. Take $p=b_k$ and $q=-(\delta+s)$. Then

$$
(e_k-\lambda)p+b_kq=0,\qquad
b_kp+(c-\lambda)q=b_k^2-(s^2-\delta^2)=0,
$$

and the expectation value is $\lambda$. This vector vanishes only if $\delta+s=0$. In that case $b_k=0$ and $\lambda=e_k$, and the choice $p=1$, $q=0$ serves.

An expectation value $\mu$ forces some level to lie at or below $\mu$. To see this, expand the trial vector $x$ in orthonormal eigenvectors $u_j$ of the real symmetric matrix $H$, with eigenvalues $\lambda_j$:

$$
x\cdot Hx=\sum_j\lambda_j(u_j\cdot x)^2 .
$$

If every $\lambda_j$ exceeded $\mu$, the right side would exceed $\mu\,x\cdot x$. Hence some level of $H$ is at most $\lambda$.

If $b_k\neq0$, then $s>|\delta|$, so $e_k-\lambda=s+\delta>0$ and the level lies strictly below $e_k$. Applied to the lowest old energy, this says that any nonzero coupling to the old ground state lowers the ground-state energy. For a higher $e_k$ the strict inequality alone adds nothing, because some level lies at or below the lowest old energy in any case. The bound $\lambda$ can still lie below the lowest old energy if $|b_k|$ is large enough.

With all couplings zero, $H$ is diagonal. An eigenvector has some nonzero amplitude, and its row of the equation makes $E$ equal to that diagonal entry. If $e_k$ is the smallest entry, no level lies below it.

## The matrix and its levels in Lean

The finite type `n` labels the old functions, and `n ⊕ Unit` adds one label: `Sum.inl i` is old function $i$, and `Sum.inr ()` is the new one. The matrix $H$ is `bordered e b c`. The proposition `IsLevel A E` says that the real number $E$ has a nonzero real vector $v$ with $Av=Ev$; it records no multiplicity. The number $\lambda$ is `lowerRoot (e k) c (b k)`.

The main theorems read as follows.

- `isLevel_iff_secular`: if $E\neq e_i$ for all $i$, then $E$ is a level exactly when the secular equation holds.
- `exists_level_le_lowerRoot`: for every $k$, some level is at most the lower two-level root.
- `exists_level_lt`: if $b_k\neq0$, some level is strictly below $e_k$.
- `le_level_of_uncoupled`: if $b=0$ and $e_k$ is the smallest of all the $e_i$ and $c$, every level is at least $e_k$.

The $e_i$ may be in any order and may repeat. With no old functions, the secular equation reduces to $E=c$. The hypothesis `hE` excludes energies equal to an old one, and the secular equation does not decide those: an old function with $b_i=0$, for instance, keeps $e_i$ as a level.

The matrix elements are given real numbers. Their computation from Gaussian integrals, complex couplings and the limit of an infinite basis are not treated.

## Keeping the overlap with the old functions

The new Gaussian could also enter normalised but not orthogonalised, with overlaps $\sigma_i$ with the old functions. Let $b_i$ and $c$ now denote the matrix elements of this function, without orthogonalisation. The problem then becomes $Hv=ESv$, where the overlap matrix $S$ has unit diagonal and border $\sigma_i$, and must be positive definite. The same elimination replaces $b_i$ by $b_i-E\sigma_i$ in the secular equation, and the sufficient condition found above for a level strictly below $e_k$ becomes $b_k-e_k\sigma_k\neq0$. This version saves the orthogonalisation of the new function, at the price of a definition of level that contains $S$.

## The Lean file

```lean
import Mathlib

open Matrix

namespace BorderedHamiltonian

noncomputable section

variable {n : Type*} [Fintype n] [DecidableEq n]

/-- The Hamiltonian matrix of a diagonalised basis with energies `e`, extended by one
function with diagonal energy `c` and couplings `b`. -/
def bordered (e b : n → ℝ) (c : ℝ) : Matrix (n ⊕ Unit) (n ⊕ Unit) ℝ :=
  fromBlocks (diagonal e) (of fun i _ => b i) (of fun _ j => b j) (of fun _ _ => c)

/-- `E` is an energy level of `A`: the equation `A v = E v` has a nonzero solution. -/
def IsLevel {m : Type*} [Fintype m] (A : Matrix m m ℝ) (E : ℝ) : Prop :=
  ∃ v : m → ℝ, v ≠ 0 ∧ A *ᵥ v = E • v

/-- The lower root of the two-level problem with diagonal energies `a`, `c` and
coupling `β`. -/
def lowerRoot (a c β : ℝ) : ℝ :=
  (a + c) / 2 - √(((a - c) / 2) ^ 2 + β ^ 2)

/-- The component of `H v` along an old basis function. -/
theorem bordered_mulVec_inl (e b : n → ℝ) (c : ℝ) (v : n ⊕ Unit → ℝ) (i : n) :
    (bordered e b c *ᵥ v) (Sum.inl i) = e i * v (Sum.inl i) + b i * v (Sum.inr ()) := by
  simp [bordered, mulVec, dotProduct, Fintype.sum_sum_type, diagonal_apply]

/-- The component of `H v` along the added basis function. -/
theorem bordered_mulVec_inr (e b : n → ℝ) (c : ℝ) (v : n ⊕ Unit → ℝ) :
    (bordered e b c *ᵥ v) (Sum.inr ()) =
      ∑ i, b i * v (Sum.inl i) + c * v (Sum.inr ()) := by
  simp [bordered, mulVec, dotProduct, Fintype.sum_sum_type]

/-- The eigenvalue equation of the extended basis, written in components. -/
theorem eigen_iff (e b : n → ℝ) (c E : ℝ) (v : n ⊕ Unit → ℝ) :
    bordered e b c *ᵥ v = E • v ↔
      (∀ i, e i * v (Sum.inl i) + b i * v (Sum.inr ()) = E * v (Sum.inl i)) ∧
      ∑ i, b i * v (Sum.inl i) + c * v (Sum.inr ()) = E * v (Sum.inr ()) := by
  constructor
  · intro h
    exact ⟨fun i => (bordered_mulVec_inl e b c v i).symm.trans (congrFun h (Sum.inl i)),
      (bordered_mulVec_inr e b c v).symm.trans (congrFun h (Sum.inr ()))⟩
  · rintro ⟨h1, h2⟩
    funext i
    rcases i with i | ⟨⟩
    · exact (bordered_mulVec_inl e b c v i).trans (h1 i)
    · exact (bordered_mulVec_inr e b c v).trans h2

/-- Secular equation: an energy `E` different from all old energies is a level of the
extended basis exactly when `c - E = ∑ i, b i ^ 2 / (e i - E)`. -/
theorem isLevel_iff_secular (e b : n → ℝ) (c E : ℝ) (hE : ∀ i, E ≠ e i) :
    IsLevel (bordered e b c) E ↔ c - E = ∑ i, b i ^ 2 / (e i - E) := by
  have hd : ∀ i, e i - E ≠ 0 := fun i => sub_ne_zero.mpr (hE i).symm
  have hb : ∀ i, (e i - E) * (b i / (e i - E)) = b i := fun i => by
    have := hd i
    field_simp
  constructor
  · rintro ⟨v, hv, h⟩
    obtain ⟨h1, h2⟩ := (eigen_iff e b c E v).1 h
    -- the old amplitudes are fixed by the new one
    have hx : ∀ i, v (Sum.inl i) = -(b i / (e i - E)) * v (Sum.inr ()) := fun i => by
      apply mul_left_cancel₀ (hd i)
      linear_combination h1 i + v (Sum.inr ()) * hb i
    have hy : v (Sum.inr ()) ≠ 0 := by
      intro h0
      apply hv
      funext i
      rcases i with i | ⟨⟩
      · rw [hx i, h0, mul_zero]
        rfl
      · exact h0
    have hs : ∑ i, b i * v (Sum.inl i) =
        -(∑ i, b i ^ 2 / (e i - E)) * v (Sum.inr ()) := by
      rw [neg_mul, Finset.sum_mul, ← Finset.sum_neg_distrib]
      refine Finset.sum_congr rfl fun i _ => ?_
      rw [hx i]
      ring
    apply mul_right_cancel₀ hy
    linear_combination h2 - hs
  · intro h
    -- the eigenvector with unit amplitude on the added function
    refine ⟨Sum.elim (fun i => -(b i / (e i - E))) (fun _ => 1), ?_,
      (eigen_iff e b c E _).2 ⟨fun i => ?_, ?_⟩⟩
    · intro h0
      have h1 := congrFun h0 (Sum.inr ())
      simp at h1
    · simp only [Sum.elim_inl, Sum.elim_inr]
      linear_combination -hb i
    · simp only [Sum.elim_inl, Sum.elim_inr]
      have hs : ∑ i, b i * -(b i / (e i - E)) = -∑ i, b i ^ 2 / (e i - E) := by
        rw [← Finset.sum_neg_distrib]
        exact Finset.sum_congr rfl fun i _ => by ring
      linear_combination hs + h

/-- Variational principle for a real symmetric matrix `A`: if a nonzero trial vector has energy
expectation value at most `μ`, then some level lies at or below `μ`. -/
theorem exists_level_le_of_trial {m : Type*} [Fintype m] [DecidableEq m]
    {A : Matrix m m ℝ} (hA : A.IsHermitian) {x : m → ℝ} (hx : x ≠ 0) {μ : ℝ}
    (h : x ⬝ᵥ A *ᵥ x ≤ μ * (x ⬝ᵥ x)) : ∃ E ≤ μ, IsLevel A E := by
  have hB : (A - μ • (1 : Matrix m m ℝ)).IsHermitian := by
    apply hA.sub
    unfold Matrix.IsHermitian
    rw [conjTranspose_smul, conjTranspose_one, star_trivial]
  have hmul : ∀ y, (A - μ • (1 : Matrix m m ℝ)) *ᵥ y = A *ᵥ y - μ • y := fun y => by
    simp [Matrix.sub_mulVec, Matrix.smul_mulVec]
  -- otherwise the shifted matrix would be positive definite
  have hex : ∃ j, hB.eigenvalues j ≤ 0 := by
    by_contra hn
    have hpos : ∀ j, 0 < hB.eigenvalues j := fun j => not_le.mp fun hj => hn ⟨j, hj⟩
    have h1 := (hB.posDef_iff_eigenvalues_pos.2 hpos).dotProduct_mulVec_pos hx
    rw [star_trivial, hmul, dotProduct_sub, dotProduct_smul, smul_eq_mul] at h1
    linarith
  obtain ⟨j, hj⟩ := hex
  refine ⟨μ + hB.eigenvalues j, by linarith, (hB.eigenvectorBasis j).ofLp, ?_, ?_⟩
  · intro h0
    apply hB.eigenvectorBasis.orthonormal.ne_zero j
    ext i
    exact congrFun h0 i
  · have h2 := hB.mulVec_eigenvectorBasis j
    rw [hmul] at h2
    rw [add_smul, ← h2]
    abel

/-- Some level of the extended basis lies at or below the lower root of the two-level
problem formed by the old function `k` and the added function. -/
theorem exists_level_le_lowerRoot (e b : n → ℝ) (c : ℝ) (k : n) :
    ∃ E ≤ lowerRoot (e k) c (b k), IsLevel (bordered e b c) E := by
  have hH : (bordered e b c).IsHermitian := by
    apply Matrix.IsHermitian.ext
    rintro (i | i) (j | j)
    · by_cases hij : i = j
      · subst hij
        simp [bordered]
      · simp [bordered, hij, Ne.symm hij]
    all_goals simp [bordered]
  -- trial vectors with amplitude `p` on function `k` and `q` on the added function
  have trial : ∀ p q μ : ℝ, (p ≠ 0 ∨ q ≠ 0) →
      e k * p ^ 2 + 2 * b k * p * q + c * q ^ 2 ≤ μ * (p ^ 2 + q ^ 2) →
      ∃ E ≤ μ, IsLevel (bordered e b c) E := by
    intro p q μ hpq h
    let t : n ⊕ Unit → ℝ := Sum.elim (Pi.single k p) (fun _ => q)
    have ht : t ≠ 0 := by
      intro h0
      have hp : p = 0 := by simpa [t] using congrFun h0 (Sum.inl k)
      have hq : q = 0 := by simpa [t] using congrFun h0 (Sum.inr ())
      exact hpq.elim (fun h => h hp) (fun h => h hq)
    have h1 : t ⬝ᵥ t = p ^ 2 + q ^ 2 := by
      simp [t, dotProduct, Fintype.sum_sum_type, Pi.single_apply, pow_two]
    have h2 : t ⬝ᵥ bordered e b c *ᵥ t =
        p * (e k * p + b k * q) + q * (b k * p + c * q) := by
      simp [t, dotProduct, Fintype.sum_sum_type, bordered_mulVec_inl,
        bordered_mulVec_inr, Pi.single_apply]
    apply exists_level_le_of_trial hH ht
    rw [h1, h2]
    linarith
  unfold lowerRoot
  have hs := Real.sq_sqrt (show 0 ≤ ((e k - c) / 2) ^ 2 + b k ^ 2 by positivity)
  generalize √(((e k - c) / 2) ^ 2 + b k ^ 2) = s at hs ⊢
  by_cases h0 : (e k - c) / 2 + s = 0
  · exact trial 1 0 _ (Or.inl one_ne_zero) (by linarith)
  · refine trial (b k) (-((e k - c) / 2 + s)) _ (Or.inr (neg_ne_zero.mpr h0)) (le_of_eq ?_)
    linear_combination ((e k - c) / 2 + s) * hs

/-- If the added function couples to the old function `k`, some level of the extended
basis lies strictly below `e k`. -/
theorem exists_level_lt (e b : n → ℝ) (c : ℝ) (k : n) (hk : b k ≠ 0) :
    ∃ E < e k, IsLevel (bordered e b c) E := by
  obtain ⟨E, hE, hl⟩ := exists_level_le_lowerRoot e b c k
  refine ⟨E, lt_of_le_of_lt hE ?_, hl⟩
  unfold lowerRoot
  have hs := Real.sq_sqrt (show 0 ≤ ((e k - c) / 2) ^ 2 + b k ^ 2 by positivity)
  have hs0 := Real.sqrt_nonneg (((e k - c) / 2) ^ 2 + b k ^ 2)
  have hb : 0 < b k ^ 2 := by positivity
  generalize √(((e k - c) / 2) ^ 2 + b k ^ 2) = s at hs hs0 ⊢
  by_contra hn
  have h1 : s ≤ (c - e k) / 2 := by linarith [not_lt.mp hn]
  nlinarith [mul_self_le_mul_self hs0 h1]

/-- Without coupling, if `e k` is the smallest diagonal energy, no level of the extended
basis lies below `e k`. -/
theorem le_level_of_uncoupled (e : n → ℝ) (c E : ℝ) (k : n) (he : ∀ i, e k ≤ e i)
    (hc : e k ≤ c) (h : IsLevel (bordered e 0 c) E) : e k ≤ E := by
  obtain ⟨v, hv, h⟩ := h
  obtain ⟨h1, h2⟩ := (eigen_iff e 0 c E v).1 h
  obtain ⟨i, hi⟩ := Function.ne_iff.mp hv
  -- a nonzero amplitude forces `E` to be the corresponding diagonal energy
  rcases i with i | ⟨⟩
  · have h3 : e i * v (Sum.inl i) = E * v (Sum.inl i) := by simpa using h1 i
    exact (he i).trans (mul_right_cancel₀ hi h3).le
  · have h3 : c * v (Sum.inr ()) = E * v (Sum.inr ()) := by
      simpa only [Pi.zero_apply, zero_mul, Finset.sum_const_zero, zero_add] using h2
    exact hc.trans (mul_right_cancel₀ hi h3).le

end

end BorderedHamiltonian
```

```lean
#print axioms BorderedHamiltonian.isLevel_iff_secular
-- 'BorderedHamiltonian.isLevel_iff_secular' depends on axioms: [propext, Classical.choice, Quot.sound]
#print axioms BorderedHamiltonian.exists_level_lt
-- 'BorderedHamiltonian.exists_level_lt' depends on axioms: [propext, Classical.choice, Quot.sound]
#print axioms BorderedHamiltonian.le_level_of_uncoupled
-- 'BorderedHamiltonian.le_level_of_uncoupled' depends on axioms: [propext, Classical.choice, Quot.sound]
```

## From components to the secular equation

The lemmas `bordered_mulVec_inl` and `bordered_mulVec_inr` compute the two kinds of component of $Hv$, and `eigen_iff` combines them into the component equations above.

In `isLevel_iff_secular`, `hE` gives nonzero denominators, recorded as `hd`. In the forward direction, `hx` is the formula for the old amplitudes, obtained by cancelling the factor $e_i-E$. Then `hy` shows that the new amplitude is nonzero, and `hs` inserts the old amplitudes into the sum. The final `mul_right_cancel₀ hy` is the division by $y$, and `linear_combination` checks the remaining algebra. The reverse direction supplies the vector with $y=1$ and verifies each component.

## From a trial vector to a level

The lemma `exists_level_le_of_trial` is the variational principle for a finite real symmetric matrix. It avoids division by the norm by assuming $x\cdot Ax\le\mu\,x\cdot x$. Where the derivation above expands $x$ in eigenvectors, the proof shifts the matrix to $A-\mu$. If all eigenvalues of the shifted matrix were positive, it would be positive definite, which contradicts the assumption on $x$. So some eigenvalue is at most zero, and adding $\mu$ to it gives the required level of $A$, with the same eigenvector.

In `exists_level_le_lowerRoot`, `hH` establishes that the matrix is symmetric, and the local statement `trial` applies the variational lemma to amplitudes $p$ and $q$. The square root is replaced by a variable `s` of which only the square is retained. The case split on $\delta+s=0$ is the one made above, with the same two trial vectors.

For `exists_level_lt` it remains to show $\lambda<e_k$. If this failed, then $s\le-\delta$. Since $s\ge0$, squaring gives $s^2\le\delta^2$, which contradicts $s^2=\delta^2+b_k^2$ with $b_k\neq0$; `nlinarith` closes this step from the product inequality it is given.

The proof of `le_level_of_uncoupled` picks a nonzero amplitude and cancels it from its row, so that $E$ equals a diagonal entry. The theorem sets every coupling to zero, because with $b_k=0$ alone the other couplings could still bring a level below $e_k$.
